# Conjugation by the exponential of a quadratic Majorana form with real coefficients is a rotation of the Majorana operators

Take the Pauli matrices $g_0=X$ and $g_1=Y$. They square to one and anticommute. For a real angle $\theta$, let

$$A=\begin{pmatrix}0&-\theta\\ \theta&0\end{pmatrix},\qquad G=\tfrac14\sum_{j,k}A_{jk}\,g_jg_k=-\tfrac{\theta}{2}XY=-\tfrac{i\theta}{2}Z .$$

Since $Z$ anticommutes with $X$, moving $e^{-G}$ to the left through $X$ turns it into $e^{G}$:

$$e^{G}Xe^{-G}=e^{2G}X=(\cos\theta-i\sin\theta\,Z)X=\cos\theta\,X+\sin\theta\,Y .$$

In the same way, $e^{G}Ye^{-G}=-\sin\theta\,X+\cos\theta\,Y$. The coefficients are the columns of the plane rotation

$$e^{A}=\begin{pmatrix}\cos\theta&-\sin\theta\\ \sin\theta&\cos\theta\end{pmatrix}.$$

## The rotation for any finite number of Majorana operators

Let $g_j$ be finitely many complex square matrices of one size that pairwise anticommute and square to one. Let $A$ be real with $A^T=-A$, and define $G$ by the same double sum. With $R=e^{A}$,

$$e^{G}g_l\,e^{-G}=\sum_j R_{jl}\,g_j,\qquad R^TR=1,\qquad \det R=1 .$$

The second moments follow. For any matrix $\rho$ of the same size as the $g_j$, put $M_{kl}=\mathrm{tr}(\rho\,g_kg_l)$, and let $M'$ be the moments of $e^{-G}\rho\,e^{G}$. Then

$$M'_{kl}=\sum_{i,j}R_{ik}R_{jl}M_{ij},\qquad\text{that is,}\qquad M'=R^TMR .$$

## Where a Gaussian-state code uses it

When only the second moments are needed, a simulation of non-interacting fermions in finitely many modes can propagate $M$ with the small matrix $R$ instead of propagating the many-body density matrix. For $n$ fermionic modes, $R$ has size $2n$, while the Fock space has dimension $2^n$.

Two conventions decide signs and factors. For a time-independent Hamiltonian $H=\frac{i}{4}\sum_{j,k}h_{jk}g_jg_k$ with $h$ real and antisymmetric, and $\hbar=1$, the Schrödinger evolution $\rho\mapsto e^{-iHt}\rho\,e^{iHt}$ corresponds to $G=iHt$, hence to $A=-th$. If a code normalises its operators to $\gamma_j=g_j/\sqrt2$, so that $\gamma_j^2=\frac12$, the prefactor $\frac14$ in $G$ becomes $\frac12$.

Checking that $R$ is orthogonal will not reveal a transposed $R$, because $R^T$ is orthogonal too. Comparing the entries of $R$ with the two-operator example does reveal it when $\sin\theta\ne0$, through the sign of $\sin\theta$. Comparing the moments in that example does not, because every plane rotation leaves the $2\times2$ matrix $M$ unchanged.

## From the commutator to the rotation

The algebraic relations combine into $g_jg_k+g_kg_j=2\delta_{jk}$. A commutator of a pair with a third operator then reduces to anticommutators:

$$[g_jg_k,g_l]=g_j\{g_k,g_l\}-\{g_j,g_l\}g_k=2\delta_{kl}\,g_j-2\delta_{jl}\,g_k .$$

Summing with weights $\frac14A_{jk}$ and using $A_{lk}=-A_{kl}$,

$$[G,g_l]=\tfrac12\sum_jA_{jl}g_j-\tfrac12\sum_kA_{lk}g_k=\sum_jA_{jl}g_j .$$

For a real vector $v$, write $m(v)=\sum_jv_jg_j$. By linearity,

$$[G,m(v)]=\sum_l v_l\sum_jA_{jl}g_j=m(Av).$$

Now evolve forwards with $A$ and backwards with $G$:

$$F(t)=e^{-tG}\,m(e^{tA}v)\,e^{tG}.$$

The product rule gives

$$F'(t)=e^{-tG}\Big(-G\,m(e^{tA}v)+m(Ae^{tA}v)+m(e^{tA}v)\,G\Big)e^{tG}=0,$$

because the middle term equals $[G,m(e^{tA}v)]$. Hence $F(1)=F(0)=m(v)$. Multiplying by $e^{G}$ on the left and $e^{-G}$ on the right gives $e^{G}m(v)e^{-G}=m(e^{A}v)$. Choosing $v$ as the $l$-th basis vector picks out column $l$ of $R$.

For orthogonality, $R^TR=e^{A^T}e^{A}=e^{-A}e^{A}=1$. This leaves $\det R=\pm1$. The same argument applied to $A/2$ shows that $e^{A/2}$ is orthogonal, so $\det R=(\det e^{A/2})^2=1$.

If the $g_j$ are also Hermitian, then $(g_jg_k)^\dagger=g_kg_j$. Exchanging the summation indices gives $G^\dagger=-G$, so $e^{G}(e^{G})^\dagger=e^{G}e^{-G}=1$.

For the moments, cyclicity of the trace and an inserted factor $e^{-G}e^{G}=1$ give

$$\mathrm{tr}(e^{-G}\rho\,e^{G}g_kg_l)=\mathrm{tr}\big(\rho\,(e^{G}g_ke^{-G})(e^{G}g_le^{-G})\big).$$

Expanding both brackets produces the two factors of $R$.

## The Lean file

```lean
import Mathlib

open Matrix
open NormedSpace (exp)

namespace MajoranaEvolution

noncomputable section

variable {ι d : Type*} [Fintype ι] [DecidableEq ι] [Fintype d] [DecidableEq d]

/-- Majorana operators: matrices that square to one and pairwise anticommute. -/
structure IsMajorana (g : ι → Matrix d d ℂ) : Prop where
  sq : ∀ j, g j * g j = 1
  anti : ∀ j k, j ≠ k → g j * g k = -(g k * g j)

/-- The quadratic generator `G = (1/4) ∑ A_jk g_j g_k`. -/
def quadratic (A : Matrix ι ι ℝ) (g : ι → Matrix d d ℂ) : Matrix d d ℂ :=
  (1 / 4 : ℝ) • ∑ j, ∑ k, A j k • (g j * g k)

/-- The real linear combination `∑ v_j g_j` of Majorana operators. -/
def mode (g : ι → Matrix d d ℂ) (v : ι → ℝ) : Matrix d d ℂ := ∑ j, v j • g j

/-- The commutator of the quadratic generator with one Majorana operator is linear in the
Majorana operators, with coefficients from a column of `A`. -/
theorem commutator_single {g : ι → Matrix d d ℂ} (hg : IsMajorana g)
    {A : Matrix ι ι ℝ} (hA : Aᵀ = -A) (l : ι) :
    quadratic A g * g l - g l * quadratic A g = ∑ j, A j l • g j := by
  have cliff : ∀ j k, g j * g k + g k * g j = (if j = k then (2 : ℝ) else 0) • 1 := by
    intro j k
    by_cases h : j = k
    · subst h
      rw [if_pos rfl, hg.sq, two_smul]
    · rw [if_neg h, hg.anti j k h, zero_smul, neg_add_cancel]
  -- a commutator of a pair with a third operator reduces to two anticommutators
  have pair : ∀ j k, g j * g k * g l - g l * (g j * g k)
      = (if k = l then (2 : ℝ) else 0) • g j - (if j = l then (2 : ℝ) else 0) • g k := by
    intro j k
    have h : g j * g k * g l - g l * (g j * g k)
        = g j * (g k * g l + g l * g k) - (g j * g l + g l * g j) * g k := by
      noncomm_ring
    rw [h, cliff, cliff, mul_smul_comm, smul_mul_assoc, mul_one, one_mul]
  have h1 : ∑ j, ∑ k, A j k • ((if k = l then (2 : ℝ) else 0) • g j)
      = (2 : ℝ) • ∑ j, A j l • g j := by
    rw [Finset.smul_sum]
    refine Finset.sum_congr rfl fun j _ => ?_
    rw [Finset.sum_eq_single l]
    · rw [if_pos rfl]
      exact smul_comm _ _ _
    · intro k _ hk
      simp [hk]
    · simp
  have h2 : ∑ j, ∑ k, A j k • ((if j = l then (2 : ℝ) else 0) • g k)
      = (-2 : ℝ) • ∑ j, A j l • g j := by
    rw [Finset.sum_eq_single l]
    · rw [Finset.smul_sum]
      refine Finset.sum_congr rfl fun k _ => ?_
      have hlk : A l k = -A k l := congrFun (congrFun hA k) l
      rw [if_pos rfl, hlk]
      module
    · intro j _ hj
      simp [hj]
    · simp
  have h3 : quadratic A g * g l - g l * quadratic A g
      = (1 / 4 : ℝ) • ∑ j, ∑ k, A j k • (g j * g k * g l - g l * (g j * g k)) := by
    simp only [quadratic, Finset.mul_sum, Finset.sum_mul, smul_mul_assoc, mul_smul_comm,
      smul_sub, Finset.sum_sub_distrib]
  rw [h3]
  simp only [pair, smul_sub (A _ _), Finset.sum_sub_distrib]
  rw [h1, h2]
  module

/-- Commuting the quadratic generator with a mode multiplies its coefficient vector by `A`. -/
theorem commutator_mode {g : ι → Matrix d d ℂ} (hg : IsMajorana g)
    {A : Matrix ι ι ℝ} (hA : Aᵀ = -A) (v : ι → ℝ) :
    quadratic A g * mode g v - mode g v * quadratic A g = mode g (A *ᵥ v) := by
  have h : quadratic A g * mode g v - mode g v * quadratic A g
      = ∑ l, v l • (quadratic A g * g l - g l * quadratic A g) := by
    simp only [mode, Finset.mul_sum, Finset.sum_mul, smul_mul_assoc, mul_smul_comm,
      smul_sub, Finset.sum_sub_distrib]
  rw [h]
  simp only [commutator_single hg hA, mode, mulVec, dotProduct, Finset.smul_sum,
    Finset.sum_smul, smul_smul]
  rw [Finset.sum_comm]
  exact Finset.sum_congr rfl fun j _ => Finset.sum_congr rfl fun l _ => by rw [mul_comm]

/-- The exponentials of `G` and `-G` are inverse to each other. -/
theorem exp_mul_exp_neg (G : Matrix d d ℂ) : exp G * exp (-G) = 1 := by
  rw [← Matrix.exp_add_of_commute G (-G) (Commute.refl G).neg_right, add_neg_cancel,
    NormedSpace.exp_zero]

/-- Conjugation by `exp G` acts on the coefficient vector of a mode as the matrix `exp A`. -/
theorem mode_evolution {g : ι → Matrix d d ℂ} (hg : IsMajorana g)
    {A : Matrix ι ι ℝ} (hA : Aᵀ = -A) (v : ι → ℝ) :
    exp (quadratic A g) * mode g v * exp (-quadratic A g) = mode g (exp A *ᵥ v) := by
  let L : Matrix ι ι ℝ →ₗ[ℝ] Matrix d d ℂ :=
    { toFun := fun M => mode g (M *ᵥ v)
      map_add' := by
        intro M N
        simp only [mode, Matrix.add_mulVec, Pi.add_apply, add_smul, Finset.sum_add_distrib]
      map_smul' := by
        intro c M
        simp only [mode, mulVec, dotProduct, Matrix.smul_apply, smul_eq_mul, Finset.smul_sum,
          Finset.sum_smul, smul_smul, mul_assoc, RingHom.id_apply] }
  have hL : ∀ M, L (A * M) = quadratic A g * L M - L M * quadratic A g := by
    intro M
    change mode g ((A * M) *ᵥ v) = quadratic A g * mode g (M *ᵥ v) - mode g (M *ᵥ v) * _
    rw [commutator_mode hg hA, Matrix.mulVec_mulVec]
  have h0 : L 1 = mode g v := by
    change mode g ((1 : Matrix ι ι ℝ) *ᵥ v) = _
    rw [Matrix.one_mulVec]
  change _ = L (exp A)
  rw [← h0]
  generalize quadratic A g = G at hL ⊢
  have alg : ∀ P X Q : Matrix d d ℂ,
      (P * (-G) * X + P * (G * X - X * G)) * Q + P * X * (G * Q) = 0 := by
    intro P X Q
    noncomm_ring
  -- the mode evolved forwards by `A` and backwards by `G` does not move
  have hc : exp (-G) * L (exp A) * exp G = L 1 := by
    let : NormedRing (Matrix d d ℂ) := Matrix.linftyOpNormedRing
    let : NormedAlgebra ℝ (Matrix d d ℂ) := Matrix.linftyOpNormedAlgebra
    let : NormedRing (Matrix ι ι ℝ) := Matrix.linftyOpNormedRing
    let : NormedAlgebra ℝ (Matrix ι ι ℝ) := Matrix.linftyOpNormedAlgebra
    have hX : ∀ t : ℝ, HasDerivAt (fun u : ℝ => L (exp (u • A))) (L (A * exp (t • A))) t :=
      fun t => (LinearMap.toContinuousLinearMap L).hasFDerivAt.comp_hasDerivAt t
        (hasDerivAt_exp_smul_const' A t)
    have hF : ∀ t : ℝ, HasDerivAt
        (fun u : ℝ => exp (u • (-G)) * L (exp (u • A)) * exp (u • G)) 0 t := by
      intro t
      refine (((hasDerivAt_exp_smul_const (-G) t).mul (hX t)).mul
        (hasDerivAt_exp_smul_const' G t)).congr_deriv ?_
      rw [hL]
      exact alg _ _ _
    have h := is_const_of_deriv_eq_zero (fun t => (hF t).differentiableAt)
      (fun t => (hF t).deriv) 1 0
    simpa only [one_smul, zero_smul, NormedSpace.exp_zero, one_mul, mul_one] using h
  have e := exp_mul_exp_neg G
  calc exp G * L 1 * exp (-G)
      = (exp G * exp (-G)) * L (exp A) * (exp G * exp (-G)) := by
        rw [← hc]
        simp only [mul_assoc]
    _ = L (exp A) := by rw [e, one_mul, mul_one]

/-- The exponential of a real antisymmetric matrix is orthogonal. -/
theorem exp_orthogonal {A : Matrix ι ι ℝ} (hA : Aᵀ = -A) : (exp A)ᵀ * exp A = 1 := by
  rw [← Matrix.exp_transpose, hA,
    ← Matrix.exp_add_of_commute (-A) A (Commute.refl A).neg_left, neg_add_cancel,
    NormedSpace.exp_zero]

/-- Majorana evolution: conjugation by `exp G` mixes the Majorana operators linearly through
`exp A`, which is an orthogonal matrix of determinant one. -/
theorem majorana_evolution {g : ι → Matrix d d ℂ} (hg : IsMajorana g)
    {A : Matrix ι ι ℝ} (hA : Aᵀ = -A) :
    (∀ l, exp (quadratic A g) * g l * exp (-quadratic A g) = ∑ j, (exp A) j l • g j) ∧
      (exp A)ᵀ * exp A = 1 ∧ (exp A).det = 1 := by
  refine ⟨fun l => ?_, exp_orthogonal hA, ?_⟩
  · have h := mode_evolution hg hA (Pi.single l 1)
    have h1 : mode g (Pi.single l 1) = g l := by
      simp [mode, Pi.single_apply, ite_smul]
    rw [h1] at h
    rw [h]
    simp [mode, mulVec, dotProduct, Pi.single_apply]
  · -- `exp A` is the square of the orthogonal matrix `exp (A/2)`
    have half : ((1 / 2 : ℝ) • A)ᵀ = -((1 / 2 : ℝ) • A) := by
      rw [Matrix.transpose_smul, hA, smul_neg]
    have hs : exp A = exp ((1 / 2 : ℝ) • A) * exp ((1 / 2 : ℝ) • A) := by
      rw [← Matrix.exp_add_of_commute _ _ (Commute.refl _)]
      congr 1
      module
    have h := congrArg Matrix.det (exp_orthogonal half)
    rw [Matrix.det_mul, Matrix.det_transpose, Matrix.det_one] at h
    rw [hs, Matrix.det_mul, h]

omit [DecidableEq ι] in
/-- For Hermitian matrices `g_j` and real antisymmetric `A`, the matrix `exp G` is unitary. -/
theorem exp_quadratic_unitary {g : ι → Matrix d d ℂ} (hH : ∀ j, (g j)ᴴ = g j)
    {A : Matrix ι ι ℝ} (hA : Aᵀ = -A) :
    exp (quadratic A g) * (exp (quadratic A g))ᴴ = 1 := by
  have h : (quadratic A g)ᴴ = -quadratic A g := by
    simp only [quadratic, Matrix.conjTranspose_smul, Matrix.conjTranspose_sum,
      Matrix.conjTranspose_mul, hH, star_trivial]
    rw [Finset.sum_comm, ← smul_neg]
    simp only [← Finset.sum_neg_distrib]
    refine congrArg _ (Finset.sum_congr rfl fun j _ => Finset.sum_congr rfl fun k _ => ?_)
    have hkj : A k j = -A j k := congrFun (congrFun hA j) k
    rw [hkj, neg_smul]
  rw [← Matrix.exp_conjTranspose, h, exp_mul_exp_neg]

/-- The second moments `tr(ρ g_k g_l)` of the evolved matrix `exp(-G) ρ exp(G)` are those of `ρ`
transformed by one factor of `exp A` for each index. -/
theorem second_moment_evolution {g : ι → Matrix d d ℂ} (hg : IsMajorana g)
    {A : Matrix ι ι ℝ} (hA : Aᵀ = -A) (ρ : Matrix d d ℂ) (k l : ι) :
    (exp (-quadratic A g) * ρ * exp (quadratic A g) * (g k * g l)).trace
      = ∑ i, ∑ j, ((exp A i k : ℝ) : ℂ) * ((exp A j l : ℝ) : ℂ) * (ρ * (g i * g j)).trace := by
  have ev := (majorana_evolution hg hA).1
  have e := mul_eq_one_comm.mp (exp_mul_exp_neg (quadratic A g))
  generalize exp (quadratic A g) = U at ev e ⊢
  generalize exp (-quadratic A g) = V at ev e ⊢
  -- cyclicity moves the conjugation from `ρ` to the operators
  have h : ρ * ((U * g k * V) * (U * g l * V)) = ρ * U * (g k * g l) * V := by
    calc ρ * ((U * g k * V) * (U * g l * V))
        = ρ * U * g k * (V * U) * g l * V := by simp only [mul_assoc]
      _ = ρ * U * (g k * g l) * V := by rw [e, mul_one]; simp only [mul_assoc]
  have h' : (V * ρ * U * (g k * g l)).trace
      = (ρ * ((U * g k * V) * (U * g l * V))).trace := by
    rw [h, Matrix.trace_mul_comm _ V]
    simp only [mul_assoc]
  rw [h', ev, ev, Finset.sum_mul_sum]
  simp only [Finset.mul_sum, Matrix.trace_sum]
  refine Finset.sum_congr rfl fun i _ => Finset.sum_congr rfl fun j _ => ?_
  simp only [smul_mul_assoc, mul_smul_comm, Matrix.trace_smul, Complex.real_smul]
  ring

/-- The Pauli matrices X and Y are Hermitian Majorana operators, and the generator of plane
rotations by an angle `θ` is antisymmetric. -/
theorem majorana_witness (θ : ℝ) :
    IsMajorana ![!![0, 1; 1, 0], !![0, -Complex.I; Complex.I, 0]] ∧
      (∀ j, (![!![0, 1; 1, 0], !![0, -Complex.I; Complex.I, 0]] j)ᴴ
        = ![!![0, 1; 1, 0], !![0, -Complex.I; Complex.I, 0]] j) ∧
      (!![0, -θ; θ, 0])ᵀ = -!![0, -θ; θ, 0] := by
  refine ⟨⟨?_, ?_⟩, ?_, ?_⟩
  · intro j
    fin_cases j <;> ext a b <;> fin_cases a <;> fin_cases b <;>
      simp [Matrix.mul_apply, Fin.sum_univ_succ]
  · intro j k hjk
    fin_cases j <;> fin_cases k <;> first
      | exact absurd rfl hjk
      | (ext a b
         fin_cases a <;> fin_cases b <;> simp [Matrix.mul_apply, Fin.sum_univ_succ])
  · intro j
    fin_cases j <;> ext a b <;> fin_cases a <;> fin_cases b <;>
      simp [Matrix.conjTranspose_apply]
  · ext a b
    fin_cases a <;> fin_cases b <;> simp

end

end MajoranaEvolution
```

```lean
#print axioms MajoranaEvolution.majorana_evolution
#print axioms MajoranaEvolution.exp_quadratic_unitary
#print axioms MajoranaEvolution.second_moment_evolution
```

```
'MajoranaEvolution.majorana_evolution' depends on axioms: [propext, Classical.choice, Quot.sound]
'MajoranaEvolution.exp_quadratic_unitary' depends on axioms: [propext, Classical.choice, Quot.sound]
'MajoranaEvolution.second_moment_evolution' depends on axioms: [propext, Classical.choice, Quot.sound]
```

## How the Lean objects correspond to the physics

The finite type `ι` labels the Majorana operators, and `d` labels the basis of the space on which they act. No formula linking the two sizes is assumed, so a redundant representation is allowed. The relations themselves still restrict the sizes: two anticommuting operators that square to one, for example, require an even dimension. `IsMajorana g` contains only the squares and the anticommutation; Hermiticity is a separate hypothesis, `hH`, used for unitarity alone. Without it, `exp (quadratic A g)` is invertible but need not be unitary.

`quadratic A g` is $G$, with the sum over all ordered pairs, and `mode g v` is $m(v)$, a real combination of Majorana operators and not a fermionic mode. The hypothesis `hA : Aᵀ = -A` says that $A$ is antisymmetric; its entries are real by type. For Hermitian $g_j$, real entries and antisymmetry together suffice for `exp (quadratic A g)` to be unitary. `exp` is the matrix exponential throughout, not an entrywise one.

`majorana_evolution` states the three main conclusions together. In `exp A j l`, the summed index $j$ is the row and the fixed index $l$ is the column. `second_moment_evolution` accepts any matrix `ρ`, with no assumption of positivity or unit trace.

## How the proof follows the calculation

In `commutator_single`, `cliff` is the anticommutator relation and `pair` is the commutator of a product with a third operator. `h1` and `h2` evaluate the two sums over Kronecker deltas; antisymmetry enters in `h2`. `commutator_mode` extends the result to linear combinations.

`mode_evolution` carries the differential argument. It packages $B\mapsto m(Bv)$, for real square matrices $B$, as a linear map `L`, so that differentiating $m(e^{tA}v)$ becomes differentiating a matrix exponential under a linear map. `hF` is the product rule with derivative zero, where `alg` supplies the cancellation. `is_const_of_deriv_eq_zero` then compares $t=1$ with $t=0$, and the final `calc` removes the outer exponentials using `exp_mul_exp_neg`. The derivative lemmas used here are stated for normed algebras, so a norm on matrices is chosen locally; the statement does not depend on it.

`exp_orthogonal` is the transpose argument. `majorana_evolution` inserts a basis vector, `Pi.single l 1`, and obtains the determinant from $A/2$. `exp_quadratic_unitary` proves $G^\dagger=-G$ first, and `second_moment_evolution` uses cyclicity as above.

`majorana_witness` verifies that $X$ and $Y$ are Hermitian and satisfy `IsMajorana`, and that the plane-rotation generator is antisymmetric. The sines and cosines in the opening example come from the calculation given there.

## What a code may take from the theorems

The identities are exact for every finite set of operators satisfying the relations, and for every real antisymmetric $A$, however large its entries. They involve no small-step approximation.

They concern a single generator that is purely quadratic. Interaction terms of fourth order in the $g_j$ generally take $e^{G}g_le^{-G}$ out of the span of the Majorana operators, and then no matrix $R$ describes the evolution. A time-dependent quadratic Hamiltonian that is constant on each of several intervals can be treated by applying the rule once per interval; replacing a continuously varying one by such steps generally introduces an error that needs its own estimate.

The theorems also speak of exact real and complex numbers. A computed $R$ is orthogonal only up to rounding and to the error of the exponential routine, so the size of $R^TR-1$ remains a quantity to monitor in a long run.
